# Real weights on at most 2N distinct energies all vanish if their Green function is zero at N distinct positive imaginary frequencies

The theorem `no_ghost` concerns a Green function with a finite discrete spectrum, the sum of c_j/(z − e_j) over n distinct real energies e_j, with real weights c_j that may have either sign and need not be normalised. If n ≤ 2N and this sum vanishes at the points iw_k for N distinct positive frequencies w_k, then every c_j is zero. Since energies and weights are real, conjugation gives a further N zeros at −iw_k. The proof writes the numerator of the sum as a Lagrange interpolation polynomial of degree below n, shows that it vanishes at all 2N points and is therefore zero, and reads off the weights from its values at the energies.

In Lean, a first try:

```lean
import Mathlib

open Polynomial ComplexConjugate Topology

namespace NoGhost

noncomputable section

/-- The Green function of a discrete spectrum with energies `e j` and weights `a j`,
defined for `z` different from every energy. -/
def green {n : ℕ} (e a : Fin n → ℝ) (z : ℂ) : ℂ :=
  ∑ j, (a j : ℂ) / (z - e j)

/-- For real energies and weights, the Green function at the conjugate point is the
conjugate of the Green function. -/
theorem green_conj {n : ℕ} (e a : Fin n → ℝ) (z : ℂ) :
    green e a (conj z) = conj (green e a z) := by
  simp [green, map_sum]

/-- With at most `2N` distinct energies and `N` distinct positive frequencies, real weights whose
Green function vanishes at every `i w_k` are all zero. -/
theorem no_ghost {N n : ℕ} (hn : n ≤ 2 * N) (w : Fin N → ℝ) (hw : ∀ k, 0 < w k)
    (hwi : Function.Injective w) (e : Fin n → ℝ) (he : Function.Injective e)
    (c : Fin n → ℝ) (h : ∀ k, green e c (Complex.I * w k) = 0) (j : Fin n) : c j = 0 := by
  obtain ⟨v, hv⟩ : ∃ v : Fin n → ℂ, ∀ j, v j = e j := ⟨_, fun _ => rfl⟩
  have hinj : Set.InjOn v (Finset.univ : Finset (Fin n)) := by
    intro i _ j _ h
    rw [hv, hv] at h
    exact he (Complex.ofReal_injective h)
  have hW : ∀ j, Lagrange.nodalWeight Finset.univ v j ≠ 0 := fun j =>
    Lagrange.nodalWeight_ne_zero hinj (Finset.mem_univ j)
  -- conjugation doubles the number of zeros
  obtain ⟨u, hl, hr⟩ : ∃ u : Fin N ⊕ Fin N → ℝ,
      (∀ k, u (Sum.inl k) = w k) ∧ ∀ k, u (Sum.inr k) = -w k :=
    ⟨Sum.elim w fun k => -w k, fun _ => rfl, fun _ => rfl⟩
  have hu : Function.Injective u := by
    rintro (k | k) (l | l) h <;> simp only [hl, hr] at h
    · rw [hwi h]
    · exfalso
      linarith [hw k, hw l]
    · exfalso
      linarith [hw k, hw l]
    · rw [hwi (neg_injective h)]
  have hu0 : ∀ s, u s ≠ 0 := by
    rintro (k | k)
    · rw [hl]
      exact (hw k).ne'
    · rw [hr]
      exact neg_ne_zero.2 (hw k).ne'
  have hzero : ∀ s, green e c (Complex.I * u s) = 0 := by
    rintro (k | k)
    · rw [hl]
      exact h k
    · have hc : Complex.I * ((-w k : ℝ) : ℂ) = conj (Complex.I * (w k : ℂ)) := by simp
      rw [hr, hc, green_conj, h k, map_zero]
  -- the numerator has degree below 2N and 2N distinct roots
  let r : Fin n → ℂ := fun j => (c j : ℂ) / Lagrange.nodalWeight Finset.univ v j
  have hdeg : (Lagrange.interpolate Finset.univ v r).degree <
      (Finset.univ : Finset (Fin n)).card := by
    apply Lagrange.degree_interpolate_lt
    exact hinj
  have hcard : (Finset.univ : Finset (Fin n)).card ≤
      (Finset.univ : Finset (Fin N ⊕ Fin N)).card := by
    rw [Finset.card_univ, Finset.card_univ, Fintype.card_sum, Fintype.card_fin,
      Fintype.card_fin]
    omega
  have hP : Lagrange.interpolate Finset.univ v r = 0 := by
    refine Polynomial.eq_zero_of_degree_lt_of_eval_index_eq_zero
      (s := (Finset.univ : Finset (Fin N ⊕ Fin N))) (fun s => Complex.I * (u s : ℂ))
      ?_ (hdeg.trans_le (by exact_mod_cast hcard)) ?_
    · intro s _ s' _ hs
      exact hu (Complex.ofReal_injective (mul_left_cancel₀ Complex.I_ne_zero hs))
    · intro s _
      rw [Lagrange.eval_interpolate_not_at_node]
      · have hz := hzero s
        rw [green] at hz
        refine mul_eq_zero_of_right _ ((Finset.sum_congr rfl fun j _ => ?_).trans hz)
        change _ * _ * ((c j : ℂ) / Lagrange.nodalWeight Finset.univ v j) = _
        rw [mul_comm, ← mul_assoc, div_mul_cancel₀ _ (hW j), ← div_eq_mul_inv, hv]
      · intro j _ hs
        rw [hv] at hs
        exact hu0 s (by simpa using congrArg Complex.im hs)
  have hnode : eval (v j) (Lagrange.interpolate Finset.univ v r) = r j := by
    apply Lagrange.eval_interpolate_at_node
    exacts [hinj, Finset.mem_univ j]
  rw [hP, eval_zero] at hnode
  exact Complex.ofReal_eq_zero.1 ((div_eq_zero_iff.1 hnode.symm).resolve_right (hW j))

end

end NoGhost
```

Messages:

```
Main.lean:69:62: error: Type mismatch
  Complex.I * ↑(u s)
has type
  ℂ
of sort `Type` but is expected to have type
  s ∈ ↑Finset.univ → ∀ ⦃x₂ : Fin N ⊕ Fin N⦄, x₂ ∈ ↑Finset.univ → ?m.423 s = ?m.423 x₂ → s = x₂
of sort `Prop`
Main.lean:70:28: error: mod_cast has type
  Finset.univ.card ≤ Finset.univ.card
but is expected to have type
  ↑Finset.univ.card ≤ ?m.437
Main.lean:71:4: error: No goals to be solved
```

The change, after which it compiles:

```diff
@@ -67,5 +67,5 @@
   have hP : Lagrange.interpolate Finset.univ v r = 0 := by
     refine Polynomial.eq_zero_of_degree_lt_of_eval_index_eq_zero
-      (s := (Finset.univ : Finset (Fin N ⊕ Fin N))) (fun s => Complex.I * (u s : ℂ))
+      (s := (Finset.univ : Finset (Fin N ⊕ Fin N))) (v := fun s => Complex.I * (u s : ℂ))
       ?_ (hdeg.trans_le (by exact_mod_cast hcard)) ?_
     · intro s _ s' _ hs
```

What went wrong. The fault is in how `Polynomial.eq_zero_of_degree_lt_of_eval_index_eq_zero` is applied. The function listing the 2N points is passed by position, but the first explicit argument the lemma expects is a proof that this function is injective on the index set. Lean therefore reads the `fun` as the start of that proof, and the first message complains that its body is a complex number where the rest of an injectivity proof is due.

The later arguments are thereby shifted by one place. The degree bound no longer meets the hypothesis it was meant for, so its right-hand side stays an unknown, `?m.437`, and `exact_mod_cast hcard` cannot match it. The third message is a consequence too: after the failed `refine` no goals remain for the first bullet.

Writing `(v := fun s => ...)` gives the function to the lemma's argument `v` by name. The first `?_` then stands for injectivity, the degree bound falls in its proper place with a known right-hand side, and the last `?_` asks for the zeros, as the two bullets expect.
